# The inverse distance agrees with its multipole series through fourth order up to a remainder o(h⁴)

Displace a point at unit distance from the origin by a length h, in a direction whose cosine with its position vector is x; its inverse distance from the origin is then 1/√(1 + 2hx + h²). The theorem says that this quantity minus its multipole series through h⁴, divided by h⁴, tends to 0 as h tends to 0 through nonzero values. It is stated for each fixed real x, without requiring |x| ≤ 1. The proof takes from the preceding lemma that the squared series times the squared distance is 1 + h⁵R(h) with R continuous, and rationalises the difference. The quotient then becomes −hR(h) over a denominator that is continuous and nonzero at h = 0, so its limit can be read off there.

The failing Lean file:

```lean
import Mathlib

open Filter Topology

namespace InverseDistanceRemainder

noncomputable section

/-- The multipole series of `1/√(1 + 2hx + h²)` through fourth order in `h`, with the Legendre
polynomials evaluated at `-x` as coefficients, where `x` is the direction cosine. -/
def multipoleSum (x h : ℝ) : ℝ :=
  1 - h * x + h ^ 2 * ((3 * x ^ 2 - 1) / 2) - h ^ 3 * ((5 * x ^ 3 - 3 * x) / 2)
    + h ^ 4 * ((35 * x ^ 4 - 30 * x ^ 2 + 3) / 8)

/-- The square of the truncated multipole series, times the squared distance, is one up to
`h⁵` times a continuous function of `h`. -/
theorem multipoleSum_sq_mul (x : ℝ) : ∃ R : ℝ → ℝ, Continuous R ∧
    ∀ h, multipoleSum x h ^ 2 * (1 + 2 * h * x + h ^ 2) = 1 + h ^ 5 * R h := by
  obtain ⟨p, hp⟩ : ∃ p : ℝ, p = (3 * x ^ 2 - 1) / 2 := ⟨_, rfl⟩
  obtain ⟨q, hq⟩ : ∃ q : ℝ, q = -((5 * x ^ 3 - 3 * x) / 2) := ⟨_, rfl⟩
  obtain ⟨s, hs⟩ : ∃ s : ℝ, s = (35 * x ^ 4 - 30 * x ^ 2 + 3) / 8 := ⟨_, rfl⟩
  refine ⟨fun h =>
    (2 * (-x * s + p * q) + 2 * x * (16 * x ^ 4 - 12 * x ^ 2 + 1) - (8 * x ^ 3 - 4 * x))
    + h * (2 * p * s + q ^ 2 + 4 * x * (-x * s + p * q) + (16 * x ^ 4 - 12 * x ^ 2 + 1))
    + h ^ 2 * (2 * q * s + 2 * x * (2 * p * s + q ^ 2) + 2 * (-x * s + p * q))
    + h ^ 3 * (s ^ 2 + 4 * x * q * s + 2 * p * s + q ^ 2)
    + h ^ 4 * (2 * x * s ^ 2 + 2 * q * s) + h ^ 5 * s ^ 2, by fun_prop, fun h => ?_⟩
  simp only [multipoleSum, hp, hq, hs]
  ring

/-- The inverse distance differs from its multipole series through fourth order by less than
order `h⁴`. -/
theorem inverse_distance_remainder (x : ℝ) :
    Tendsto (fun h : ℝ => (1 / √(1 + 2 * h * x + h ^ 2) - multipoleSum x h) / h ^ 4)
      (𝓝[≠] 0) (𝓝 0) := by
  obtain ⟨R, hRc, hR⟩ := multipoleSum_sq_mul x
  have hP : Continuous (fun h => multipoleSum x h) := by
    unfold multipoleSum
    fun_prop
  have hS : Continuous (fun h : ℝ => √(1 + 2 * h * x + h ^ 2)) := by fun_prop
  have hD : Continuous (fun h : ℝ => √(1 + 2 * h * x + h ^ 2) *
      (multipoleSum x h * √(1 + 2 * h * x + h ^ 2) + 1)) :=
    hS.mul ((hP.mul hS).add continuous_const)
  have hD0 : √(1 + 2 * (0 : ℝ) * x + 0 ^ 2) *
      (multipoleSum x 0 * √(1 + 2 * (0 : ℝ) * x + 0 ^ 2) + 1) ≠ 0 := by
    norm_num [multipoleSum]
  -- the rationalised remainder is continuous at `h = 0` and vanishes there
  have hG : Tendsto (fun h : ℝ => -(h * R h) / (√(1 + 2 * h * x + h ^ 2) *
      (multipoleSum x h * √(1 + 2 * h * x + h ^ 2) + 1))) (𝓝 0) (𝓝 0) := by
    have h1 := ((continuous_id.mul hRc).neg.tendsto (0 : ℝ)).div (hD.tendsto 0) hD0
    simpa using h1
  refine (hG.mono_left nhdsWithin_le_nhds).congr' ?_
  filter_upwards [self_mem_nhdsWithin,
    (hD.continuousAt.eventually_ne hD0).filter_mono nhdsWithin_le_nhds] with h hh hd
  have hh' : h ≠ 0 := hh
  have hs := left_ne_zero_of_mul hd
  have k2 := Real.sq_sqrt (Real.sqrt_ne_zero'.mp hs).le
  have k1 := one_div_mul_cancel hs
  have k3 := hR h
  symm
  rw [div_eq_div_iff (pow_ne_zero 4 hh') hd]
  linear_combination (multipoleSum x h * √(1 + 2 * h * x + h ^ 2) + 1) * k1
    - multipoleSum x h ^ 2 * k2 - k3

end

end InverseDistanceRemainder
```

Messages:

```
Main.lean:51:4: error: Type mismatch: After simplification, term
  h1
 has type
  @Tendsto ℝ ℝ (-(id * R) / fun h => √(1 + 2 * h * x + h ^ 2) * (multipoleSum x h * √(1 + 2 * h * x + h ^ 2) + 1)) (𝓝 0)
    (𝓝 0)
but is expected to have type
  @Tendsto ℝ ℝ (fun h => -(h * R h) / (√(1 + 2 * h * x + h ^ 2) * (multipoleSum x h * √(1 + 2 * h * x + h ^ 2) + 1)))
    (𝓝 0) (𝓝 0)
```

The change, after which it compiles:

```diff
@@ -48,6 +48,8 @@
   have hG : Tendsto (fun h : ℝ => -(h * R h) / (√(1 + 2 * h * x + h ^ 2) *
       (multipoleSum x h * √(1 + 2 * h * x + h ^ 2) + 1))) (𝓝 0) (𝓝 0) := by
-    have h1 := ((continuous_id.mul hRc).neg.tendsto (0 : ℝ)).div (hD.tendsto 0) hD0
-    simpa using h1
+    have h0 : Continuous (fun h : ℝ => -(h * R h)) := by fun_prop
+    have h1 := (h0.tendsto 0).div (hD.tendsto 0) hD0
+    simp only [zero_mul, neg_zero, zero_div] at h1
+    exact h1
   refine (hG.mono_left nhdsWithin_le_nhds).congr' ?_
   filter_upwards [self_mem_nhdsWithin,
```

Cause. The error concerns the form of a function, since `simpa` did bring the limit in `h1` to 0. The function in `h1` is built by arithmetic on whole functions, `-(id * R) / fun h => …`, while the goal writes out its value at each `h`, `fun h => -(h * R h) / (…)`. The two are equal by definition, but `simp` did not rewrite one into the other, and the final comparison in `simpa` does not unfold definitions far enough to identify them.

In the repair, `h0` states the continuity of the numerator directly as `fun h => -(h * R h)`, so its value at 0 is plainly `-(0 * R 0)`. The lemmas `zero_mul`, `neg_zero` and `zero_div` can then reduce the limit to 0. The division in `h1` is still one of functions, but `exact h1` may unfold it to the pointwise quotient, and so accepts the term.
